# At fixed density and mean polarisability, anisotropy raises the mean Clausius–Mossotti permittivity below the polarisation catastrophe

Whether anisotropic molecules raise the mean permittivity of a medium depends on what is held fixed in the comparison. Here it is the number density \(N\) and the mean polarisability \(\operatorname{tr}\alpha/3\), where \(\alpha\) is the static polarisability tensor of identical, identically oriented molecules. In Gaussian units, set

\[
X=\frac{4\pi N}{3}\,\alpha,\qquad x=\frac{\operatorname{tr}X}{3},\qquad \varepsilon=(1+2X)(1-X)^{-1}.
\]

If \(1-X\) is positive definite, then

\[
\frac{\operatorname{tr}\varepsilon}{3}\;\ge\;\frac{1+2x}{1-x},
\]

with equality exactly when \(X=x\,1\). For linear point dipoles that respond to the isotropic Lorentz local field, and as long as \(1-X\) is positive definite, averaging a computed polarisability tensor before applying the Clausius–Mossotti formula therefore never overestimates the mean permittivity.

```lean
import Mathlib

open Matrix

namespace AnisotropicClausiusMossotti

noncomputable section
```

Tensors are real \(3\times3\) matrices in a fixed Cartesian frame.

```lean
/-- Real second-rank tensors in three-dimensional space. -/
abbrev Tensor := Matrix (Fin 3) (Fin 3) ℝ
```

`mean` is one third of the trace, so `mean X` is \(x\). For \(\varepsilon\) it is the average over directions of the field, which need not be the effective permittivity of a polycrystal.

```lean
/-- The orientational mean of a tensor, one third of its trace. -/
def mean (M : Tensor) : ℝ := M.trace / 3
```

The name `coupling` for \(X\) is not a textbook term.

```lean
/-- The dimensionless polarisability tensor `X = (4πN/3) α` at number density `N`. -/
def coupling (N : ℝ) (α : Tensor) : Tensor := (4 * Real.pi * N / 3) • α
```

`permittivity` is the relative permittivity tensor, written as a function of \(X\) alone.

```lean
/-- The Clausius-Mossotti permittivity tensor `(1 + 2X)(1 - X)⁻¹`, for `1 - X` invertible. -/
def permittivity (X : Tensor) : Tensor := (1 + (2 : ℝ) • X) * (1 - X)⁻¹
```

## The Lorentz field relates polarisation to the macroscopic field

The hypothesis `hP` says that each dipole responds to the local field \(F=E+\tfrac{4\pi}{3}P\), where \(E\) is the macroscopic field and \(P\) the polarisation: \(P=N\alpha F\). Multiplying by \(4\pi/3\) gives \(XF=\tfrac{4\pi}{3}P\), hence \((1-X)F=E\) and \(F=(1-X)^{-1}E\). The displacement is then

\[
E+4\pi P=F+\tfrac{8\pi}{3}P=(1+2X)F=\varepsilon E .
\]

```lean
/-- If the dipoles respond to the Lorentz local field `E + 4πP/3` and `1 - X` is invertible,
the displacement `E + 4πP` is the Clausius-Mossotti permittivity tensor applied to `E`. -/
theorem displacement_eq (N : ℝ) (α : Tensor) (E P : Fin 3 → ℝ)
    (hdet : (1 - coupling N α).det ≠ 0)
    (hP : P = N • (α *ᵥ (E + (4 * Real.pi / 3) • P))) :
    E + (4 * Real.pi) • P = permittivity (coupling N α) *ᵥ E := by
  -- `F` is the local field
  obtain ⟨F, hF⟩ : ∃ F, F = E + (4 * Real.pi / 3) • P := ⟨_, rfl⟩
  rw [← hF] at hP
  have hX : coupling N α *ᵥ F = (4 * Real.pi / 3) • P := by
    rw [hP, coupling, Matrix.smul_mulVec, smul_smul]
    congr 1
    ring
  have hE : (1 - coupling N α) *ᵥ F = E := by
    rw [Matrix.sub_mulVec, Matrix.one_mulVec, hX, hF, add_sub_cancel_right]
  have hR : (1 - coupling N α)⁻¹ *ᵥ E = F := by
    rw [← hE, Matrix.mulVec_mulVec, Matrix.nonsing_inv_mul _ hdet.isUnit, Matrix.one_mulVec]
  rw [permittivity, ← Matrix.mulVec_mulVec, hR, Matrix.add_mulVec, Matrix.one_mulVec,
    Matrix.smul_mulVec, hX, hF]
  module
```

The facts `hX`, `hE` and `hR` are these three relations in the same order. Without `hP`, \(P\) and \(E\) are unrelated and the formula does not follow. That a given material has this local field remains a physical assumption: it suits point dipoles on a cubic lattice, whereas other arrangements generally replace \(4\pi/3\) by a tensor.

## Invertibility gives an exact formula for the excess

The condition \(\det(1-X)\neq0\), called `hdet`, says that the macroscopic field determines the local field uniquely. If it fails, \((1-X)F=E\) has either no solution or infinitely many.

Write \(R=(1-X)^{-1}\). Expanding \((1-X)R=1\) and \(R(1-X)=1\) gives

\[
XR=RX=R-1 .
\]

```lean
/-- When `1 - X` is invertible, multiplying its inverse by `X` on either side
subtracts the identity. -/
theorem resolvent (X : Tensor) (hdet : (1 - X).det ≠ 0) :
    X * (1 - X)⁻¹ = (1 - X)⁻¹ - 1 ∧ (1 - X)⁻¹ * X = (1 - X)⁻¹ - 1 := by
  have h1 := Matrix.mul_nonsing_inv (1 - X) hdet.isUnit
  have h2 := Matrix.nonsing_inv_mul (1 - X) hdet.isUnit
  rw [sub_mul, one_mul] at h1
  rw [mul_sub, mul_one] at h2
  exact ⟨eq_sub_of_add_eq' (sub_eq_iff_eq_add.mp h1).symm,
    eq_sub_of_add_eq' (sub_eq_iff_eq_add.mp h2).symm⟩
```

It follows that \(\varepsilon=R+2XR=3R-2\), so \(\operatorname{tr}\varepsilon/3=\operatorname{tr}R-2\). The isotropic value is \((1+2x)/(1-x)=3/(1-x)-2\), which needs \(x\ne1\) (`hx`); at \(x=1\) the reference value diverges. The excess is therefore \(\operatorname{tr}R-3/(1-x)\).

Let \(B=X-x\,1\) be the anisotropic part. Then \(BR=(1-x)R-1\), and multiplying by \(B\) on the right gives

\[
BRB=(1-x)^2R-(1-2x)\,1-X .
\]

Its trace is \((1-x)^2\operatorname{tr}R-3(1-x)\). Division by \((1-x)^2\) yields

\[
\frac{\operatorname{tr}\varepsilon}{3}-\frac{1+2x}{1-x}=\frac{\operatorname{tr}(BRB)}{(1-x)^2}.
\]

```lean
/-- The exact excess of the mean permittivity over the isotropic Clausius-Mossotti value at the
same mean `x` of `X`, for `1 - X` invertible and `x ≠ 1`: it is quadratic in `X - x`,
weighted by `(1 - X)⁻¹`. -/
theorem excess_eq (X : Tensor) (hdet : (1 - X).det ≠ 0) (hx : 1 - mean X ≠ 0) :
    mean (permittivity X) - (1 + 2 * mean X) / (1 - mean X) =
      ((X - mean X • 1) * (1 - X)⁻¹ * (X - mean X • 1)).trace / (1 - mean X) ^ 2 := by
  obtain ⟨hXR, hRX⟩ := resolvent X hdet
  have ht : X.trace = 3 * mean X := by unfold mean; ring
  have hε : permittivity X = (3 : ℝ) • (1 - X)⁻¹ - (2 : ℝ) • (1 : Tensor) := by
    rw [permittivity, add_mul, one_mul, smul_mul_assoc, hXR]
    module
  have hm : mean (permittivity X) = ((1 - X)⁻¹).trace - 2 := by
    rw [hε, mean, Matrix.trace_sub, Matrix.trace_smul, Matrix.trace_smul, Matrix.trace_one]
    simp only [smul_eq_mul, Fintype.card_fin, Nat.cast_ofNat]
    ring
  generalize mean X = x at *
  -- expand the sandwich with the resolvent identities
  have h1 : (X - x • 1) * (1 - X)⁻¹ = (1 - x) • (1 - X)⁻¹ - 1 := by
    rw [sub_mul, smul_mul_assoc, one_mul, hXR]
    module
  have h2 : (X - x • 1) * (1 - X)⁻¹ * (X - x • 1) =
      (1 - x) ^ 2 • (1 - X)⁻¹ - (2 * (1 - x) - 1) • (1 : Tensor) - X := by
    rw [h1, mul_sub, mul_smul_comm, mul_one, sub_mul, smul_mul_assoc, hRX, one_mul]
    module
  rw [hm, h2, Matrix.trace_sub, Matrix.trace_sub, Matrix.trace_smul, Matrix.trace_smul,
    Matrix.trace_one, ht]
  simp only [smul_eq_mul, Fintype.card_fin, Nat.cast_ofNat]
  field_simp
  ring
```

In the proof, `hε` and `hm` are the formulas for \(\varepsilon\) and its mean, while `h1` and `h2` are those for \(BR\) and \(BRB\). The final `field_simp` and `ring` compare the two scalar expressions.

## Symmetry turns the excess into a sum of quadratic forms

A static polarisability that derives from an energy is symmetric. If \(B\) is symmetric, its columns equal its rows \(b_j\), and

\[
\operatorname{tr}(BRB)=\sum_j b_j\cdot R\,b_j .
\]

```lean
/-- For a symmetric tensor `B`, the trace of `B R B` is the sum of the quadratic form of `R`
over the rows of `B`. -/
theorem trace_sandwich (B R : Tensor) (hB : B.IsSymm) :
    (B * R * B).trace = ∑ j, B j ⬝ᵥ R *ᵥ B j := by
  rw [Matrix.mul_assoc]
  simp only [Matrix.trace]
  refine Finset.sum_congr rfl fun j _ => ?_
  have hs : ∀ l, B l j = B j l := fun l => hB.apply j l
  simp only [Matrix.diag_apply, Matrix.mul_apply, dotProduct, Matrix.mulVec, hs]
```

The fact `hs` exchanges the two indices of \(B\), after which both sides are the same sums.

A positive quadratic form of \(1-X\) does not suffice without symmetry. Take \(X_{12}=1\), \(X_{21}=-1\) and all other entries zero. Then \(v\cdot(1-X)v=|v|^2\) and \(x=0\), but \(\operatorname{tr}R=2\), so the mean permittivity is 0 and the isotropic value is 1.

## Positive definiteness keeps every direction below the catastrophe

The hypothesis `hA : (1 - X).PosDef` says that \(1-X\) is symmetric and that all eigenvalues of \(X\) lie below 1. At an eigenvalue of 1 the local field would sustain a polarisation at zero macroscopic field, which is the polarisation catastrophe.

The hypothesis has four uses. It makes \(1-X\) invertible, so the excess formula applies. It makes \(X\), and hence \(B\), symmetric. It makes every diagonal entry of \(X\) less than 1, so \(x<1\).

```lean
/-- If `1 - X` is positive definite, then the mean of `X` is below one and the deviation of `X`
from its mean is a symmetric tensor. -/
theorem stable_facts (X : Tensor) (hA : (1 - X).PosDef) :
    0 < 1 - mean X ∧ (X - mean X • (1 : Tensor)).IsSymm := by
  constructor
  · have h : ∀ i, X i i < 1 := fun i => by
      have := hA.diag_pos (i := i)
      rw [Matrix.sub_apply, Matrix.one_apply_eq] at this
      linarith
    rw [mean, Matrix.trace_fin_three]
    linarith [h 0, h 1, h 2]
  · have h : (1 - X)ᴴ = 1 - X := hA.1
    rw [Matrix.conjTranspose_eq_transpose_of_trivial, Matrix.transpose_sub,
      Matrix.transpose_one] at h
    have hX : Xᵀ = X := sub_right_injective h
    change (X - mean X • (1 : Tensor))ᵀ = _
    rw [Matrix.transpose_sub, Matrix.transpose_smul, Matrix.transpose_one, hX]
```

It also makes \(R\) positive definite: with \(v=(1-X)w\ne0\), \(v\cdot Rv=w\cdot(1-X)w>0\). Each term \(b_j\cdot Rb_j\) is then nonnegative, which proves the inequality. If the excess vanishes, every term vanishes, so every row \(b_j\) is zero and \(X=x\,1\). Conversely, \(X=x\,1\) gives \(B=0\) and no excess.

```lean
/-- Anisotropy raises the mean permittivity: if `1 - X` is positive definite, the mean permittivity
is at least the isotropic Clausius-Mossotti value at the same mean of `X`, with equality exactly
when `X` is isotropic. -/
theorem mean_permittivity_ge (X : Tensor) (hA : (1 - X).PosDef) :
    (1 + 2 * mean X) / (1 - mean X) ≤ mean (permittivity X) ∧
      (mean (permittivity X) = (1 + 2 * mean X) / (1 - mean X) ↔ X = mean X • 1) := by
  obtain ⟨hx, hB⟩ := stable_facts X hA
  have hex := excess_eq X hA.det_pos.ne' hx.ne'
  have hpos : ∀ v : Fin 3 → ℝ, v ≠ 0 → 0 < v ⬝ᵥ (1 - X)⁻¹ *ᵥ v := fun v hv => by
    have := hA.inv.dotProduct_mulVec_pos hv
    rwa [star_trivial] at this
  have hnn : ∀ v : Fin 3 → ℝ, 0 ≤ v ⬝ᵥ (1 - X)⁻¹ *ᵥ v := fun v => by
    by_cases hv : v = 0
    · rw [hv, zero_dotProduct]
    · exact (hpos v hv).le
  have hsum := trace_sandwich _ (1 - X)⁻¹ hB
  refine ⟨?_, fun h => ?_, fun h => ?_⟩
  · have : 0 ≤ mean (permittivity X) - (1 + 2 * mean X) / (1 - mean X) := by
      rw [hex, hsum]
      exact div_nonneg (Finset.sum_nonneg fun j _ => hnn _) (sq_nonneg _)
    linarith
  · -- a vanishing sum of nonnegative forms forces every row of the deviation to vanish
    rw [h, sub_self, hsum] at hex
    have h0 := (div_eq_zero_iff.mp hex.symm).resolve_right (pow_ne_zero 2 hx.ne')
    have h1 := (Finset.sum_eq_zero_iff_of_nonneg
      (fun (j : Fin 3) _ => hnn ((X - mean X • (1 : Tensor)) j))).mp h0
    have hrow : ∀ j, (X - mean X • (1 : Tensor)) j = 0 := fun j => by
      by_contra hj
      exact (hpos _ hj).ne' (h1 j (Finset.mem_univ j))
    exact sub_eq_zero.mp (Matrix.ext fun i j => congrFun (hrow i) j)
  · rw [sub_eq_zero.mpr h, mul_zero, Matrix.trace_zero, zero_div] at hex
    linarith
```

Here `hpos` and `hnn` state the positivity of \(R\), and `hrow` shows that the rows vanish in the equality case. The theorem does not require \(X\) itself to be positive semidefinite.

## A nonnegative polarisability gives a quantitative bound

The further hypothesis `hX : X.PosSemidef` says that no static field induces a dipole component opposed to it, as for molecules in their ground state at positive density. It provides a lower bound on the excess:

\[
\frac{\operatorname{tr}\varepsilon}{3}-\frac{1+2x}{1-x}\;\ge\;\frac{\operatorname{tr}(B^2)}{(1-x)^2}.
\]

From \(XRX=(R-1)X=R-1-X\) one obtains \(R-1=X+XRX\). Both terms on the right are positive semidefinite, so \(\operatorname{tr}\bigl(B(R-1)B\bigr)\ge0\). This means \(\operatorname{tr}(BRB)\ge\operatorname{tr}(B^2)\), and dividing by \((1-x)^2\) gives the bound.

```lean
/-- If `X` is positive semidefinite and `1 - X` positive definite, the excess of the mean
permittivity is at least `tr (X - x)² / (1 - x)²`, where `x` is the mean of `X`. -/
theorem excess_ge_anisotropy (X : Tensor) (hX : X.PosSemidef) (hA : (1 - X).PosDef) :
    ((X - mean X • 1) * (X - mean X • 1)).trace / (1 - mean X) ^ 2 ≤
      mean (permittivity X) - (1 + 2 * mean X) / (1 - mean X) := by
  obtain ⟨hx, hB⟩ := stable_facts X hA
  obtain ⟨hXR, hRX⟩ := resolvent X hA.det_pos.ne'
  rw [excess_eq X hA.det_pos.ne' hx.ne']
  -- `(1 - X)⁻¹ - 1 = X + X (1 - X)⁻¹ X` is positive semidefinite
  have hM : ((1 - X)⁻¹ - 1).PosSemidef := by
    have h := hX.add (hA.inv.posSemidef.conjTranspose_mul_mul_same X)
    have hH : Xᴴ = X := hX.1
    rw [hH, hXR, sub_mul, hRX, one_mul, add_sub_cancel] at h
    exact h
  have hnn : 0 ≤ ((X - mean X • 1) * ((1 - X)⁻¹ - 1) * (X - mean X • 1)).trace := by
    rw [trace_sandwich _ _ hB]
    refine Finset.sum_nonneg fun j _ => ?_
    have := hM.dotProduct_mulVec_nonneg ((X - mean X • (1 : Tensor)) j)
    rwa [star_trivial] at this
  rw [mul_sub _ (1 - X)⁻¹ 1, mul_one, sub_mul, Matrix.trace_sub] at hnn
  gcongr
  linarith
```

`hM` is the positivity of \(R-1\), and `hnn` is the trace inequality, obtained by applying `trace_sandwich` to \(R-1\). The step `gcongr` removes the common denominator.

Positive definiteness of \(1-X\) alone does not give this bound. For \(X=\operatorname{diag}(-1,0,0)\) the excess is \(1/4\), whereas the right-hand side is \(3/8\).

## Beyond the catastrophe the inequality can reverse

For \(X=\operatorname{diag}(2,0,0)\), the matrix \(1-X=\operatorname{diag}(-1,1,1)\) is invertible but not positive definite. Then \(\varepsilon=\operatorname{diag}(-5,1,1)\) has mean \(-1\), while \(x=2/3\) gives the isotropic value 7. Invertibility is therefore not enough for the inequality. The example is mathematical: in this model a static medium with such an \(X\) would be unstable towards spontaneous polarisation.

```lean
/-- Invertibility of `1 - X` alone is not enough: for `X = diag(2, 0, 0)` it holds, yet the mean
permittivity lies below the isotropic value at the same mean of `X`. -/
theorem fails_without_positivity :
    (1 - (!![2, 0, 0; 0, 0, 0; 0, 0, 0] : Tensor)).det ≠ 0 ∧
      mean (permittivity !![2, 0, 0; 0, 0, 0; 0, 0, 0]) <
        (1 + 2 * mean !![2, 0, 0; 0, 0, 0; 0, 0, 0]) /
          (1 - mean !![2, 0, 0; 0, 0, 0; 0, 0, 0]) := by
  have hd : 1 - (!![2, 0, 0; 0, 0, 0; 0, 0, 0] : Tensor) = !![-1, 0, 0; 0, 1, 0; 0, 0, 1] := by
    ext i j
    fin_cases i <;> fin_cases j <;> norm_num [Matrix.one_apply]
  have hi : (!![-1, 0, 0; 0, 1, 0; 0, 0, 1] : Tensor)⁻¹ = !![-1, 0, 0; 0, 1, 0; 0, 0, 1] := by
    apply Matrix.inv_eq_right_inv
    ext i j
    fin_cases i <;> fin_cases j <;> norm_num [Matrix.mul_apply, Fin.sum_univ_succ]
  have he : 1 + (2 : ℝ) • (!![2, 0, 0; 0, 0, 0; 0, 0, 0] : Tensor) =
      !![5, 0, 0; 0, 1, 0; 0, 0, 1] := by
    ext i j
    fin_cases i <;> fin_cases j <;> norm_num [Matrix.one_apply]
  have hp : (!![5, 0, 0; 0, 1, 0; 0, 0, 1] : Tensor) * !![-1, 0, 0; 0, 1, 0; 0, 0, 1] =
      !![-5, 0, 0; 0, 1, 0; 0, 0, 1] := by
    ext i j
    fin_cases i <;> fin_cases j <;> norm_num [Matrix.mul_apply, Fin.sum_univ_succ]
  have ht : ∀ a b c : ℝ, (!![a, 0, 0; 0, b, 0; 0, 0, c] : Tensor).trace = a + b + c :=
    fun a b c => Matrix.trace_fin_three _
  constructor
  · rw [hd, Matrix.det_fin_three]
    change (-1 : ℝ) * 1 * 1 - (-1) * 0 * 0 - 0 * 0 * 1 + 0 * 0 * 0 + 0 * 0 * 0 - 0 * 1 * 0 ≠ 0
    norm_num
  · rw [permittivity, hd, hi, he, hp]
    simp only [mean, ht]
    norm_num

end

end AnisotropicClausiusMossotti
```

The proof computes \(1-X\), its inverse, \(1+2X\) and their product entry by entry, and then compares the two numbers.

```lean
#print axioms AnisotropicClausiusMossotti.displacement_eq
#print axioms AnisotropicClausiusMossotti.mean_permittivity_ge
#print axioms AnisotropicClausiusMossotti.excess_ge_anisotropy
#print axioms AnisotropicClausiusMossotti.fails_without_positivity
```

```
'AnisotropicClausiusMossotti.displacement_eq' depends on axioms: [propext, Classical.choice, Quot.sound]
'AnisotropicClausiusMossotti.mean_permittivity_ge' depends on axioms: [propext, Classical.choice, Quot.sound]
'AnisotropicClausiusMossotti.excess_ge_anisotropy' depends on axioms: [propext, Classical.choice, Quot.sound]
'AnisotropicClausiusMossotti.fails_without_positivity' depends on axioms: [propext, Classical.choice, Quot.sound]
```

## Principal values and the mean local field

Describing the medium by the three principal values \(\lambda_i<1\) of \(X\) would turn the main inequality into Jensen's inequality for the convex function \((1+2\lambda)/(1-\lambda)\). The proof would be shorter, but a tensor given in arbitrary axes would first have to be diagonalised.

The same argument also bounds the local field. Since \(F=RE\) and \(\operatorname{tr}\varepsilon/3=3(\operatorname{tr}R/3)-2\), the mean local-field factor satisfies

\[
\frac{\operatorname{tr}R}{3}\ge\frac{1}{1-x}
\]

under the same positive-definiteness condition, with the same equality case. These closing remarks, and the examples with the antisymmetric \(X\) and \(\operatorname{diag}(-1,0,0)\), rest on the algebra in the text and have no Lean theorem of their own.
